# For a positive semidefinite interaction, a minimised shadow energy lies below the ground energy by at most half the residual's self-interaction

## An approximate energy surface for moving nuclei

Extended Lagrangian Born–Oppenheimer dynamics moves the nuclei on an approximate electronic ground energy, built around an auxiliary density. The error of that energy can be bounded without settling on one kind of density. Here a density is a vector in a real vector space V, and the admissible densities form an arbitrary subset S of V. A vector may be a charge distribution, a list of atomic charges or a density matrix.

At one fixed nuclear geometry, the energy of a density ρ is

E(ρ) = g(ρ) + G(ρ,ρ)/2.

The functional g collects everything except one quadratic interaction, for instance the kinetic energy and the attraction to the nuclei. The interaction G(x,y) is linear in each argument; the Hartree repulsion is the standard example. The ground energy is the infimum of E over S.

Finding it usually takes a self-consistent iteration, because the potential generated by ρ depends on ρ itself. The extended Lagrangian method carries along a second density n as a dynamical variable and lets n generate the potential. The resulting shadow energy is

W(n,ρ) = g(ρ) + G(ρ,n) − G(n,n)/2.

In density functional theory n often denotes the physical electron density; here it is the auxiliary one. If g is linear in the density matrix, minimising W over ρ is a non-interacting problem, solved without iterating the potential. If g also contains a nonlinear exchange-correlation term, the bounds below still apply to this W, but the minimisation is no longer that simple. It becomes so again if that term is linearised about n as well, as is often done; the bounds do not cover the shadow energy that results.

## Two-sided bounds from one minimisation

Assume that G is symmetric and that G(x,x) ≥ 0 for every x. Symmetry says that the energy of x in the potential of y equals that of y in the potential of x. Positivity holds for Coulomb repulsion: no charge distribution has negative electrostatic self-energy. For a list of atomic charges it has to be checked: two atoms with on-site coefficient u and mutual coefficient c > u give G(x,x) = 2(u − c) < 0 for the charges 1 and −1.

Let ρ₀ in S minimise W(n,ρ) over S, and write U = W(n,ρ₀) for the minimal value and r = ρ₀ − n for the residual. Then E is bounded below on S, and

U ≤ inf E ≤ U + G(r,r)/2.

The width of this interval is quadratic in r: a residual half as large gives a quarter of the width. Both ends are computable once ρ₀ is known. In a simulation the width is thus an upper bound, at a single geometry and for a model energy of the form above, on how far the minimal shadow energy lies below the ground energy. The actual gap can be much smaller. The bound says nothing about forces or about the stability of a trajectory.

In the Lean file, `V` carries only the structure of a real vector space, with no norm and no restriction on dimension. The type `V →ₗ[ℝ] V →ₗ[ℝ] ℝ` of `G` is that of a bilinear form, and `hsymm` and `hpos` are the two assumptions on it. The functions E, W(n,·) and the infimum are `energy g G`, `shadowEnergy g G n` and `groundEnergy g G S`. There is no separate name for U, which appears as `shadowEnergy g G n ρ₀`. The comments call G(x,x) the self-interaction of x; for the Hartree repulsion this is twice the electrostatic self-energy of x. It is not the self-interaction error of density functionals.

The hypothesis `IsMinOn (shadowEnergy g G n) S ρ₀` says that no density in S has a lower shadow energy than ρ₀. It does not say that ρ₀ belongs to S, so `hmem` adds this. The auxiliary density n may lie outside S. Boundedness below is part of the conclusion because Lean's real infimum returns 0 for a set unbounded below, which would make `groundEnergy` meaningless.

That a minimiser ρ₀ exists is assumed. To apply the bounds to a simulation, one has to identify the density returned by the electronic solver with a global minimiser over S, which a partly converged solver or a local minimum does not supply.

## Completing the square

By bilinearity and symmetry,

G(ρ−n,ρ−n) = G(ρ,ρ) − 2G(ρ,n) + G(n,n).

Adding half of this to W(n,ρ) cancels the terms G(ρ,n) and G(n,n)/2, which leaves

E(ρ) = W(n,ρ) + G(ρ−n,ρ−n)/2.

For the lower bound, take any ρ in S. The last term is nonnegative and ρ₀ minimises the shadow energy, so

E(ρ) ≥ W(n,ρ) ≥ U.

Hence U is a lower bound for E on S, and inf E ≥ U. For the upper bound, use ρ₀ as a trial density:

inf E ≤ E(ρ₀) = U + G(r,r)/2.

Subtracting inf E ≥ U from the equality for E(ρ₀) gives a bound on the true energy of the output density:

E(ρ₀) − inf E ≤ G(r,r)/2.

Now suppose that a ground-state density ρ* in S exists, so that E(ρ*) ≤ E(ρ₀). Writing both sides with the square and using W(n,ρ₀) ≤ W(n,ρ*), one finds

W(n,ρ*) + G(ρ*−n,ρ*−n)/2 ≤ W(n,ρ₀) + G(r,r)/2 ≤ W(n,ρ*) + G(r,r)/2,

and therefore

G(ρ*−n,ρ*−n) ≤ G(r,r).

This step uses symmetry but not positivity. With positivity, the square root of G(x,x) is a seminorm, and the inequality says that the unknown ground-state density is no farther from n than the computed ρ₀ is.

## Ground states are self-consistent when g and S are convex

Let S be convex and g convex on it. Then ρ in S minimises E over S exactly when it minimises W(ρ,·) over S, that is, when it is a minimiser in the potential that it generates itself.

Suppose first that ρ minimises E. Take a competitor σ in S and a mixture

ρₜ = (1−t)ρ + tσ, with 0 ≤ t ≤ 1.

The mixture lies in S. Set

D = W(ρ,σ) − W(ρ,ρ) = g(σ) − g(ρ) + G(σ−ρ,ρ),
Q = G(σ−ρ,σ−ρ).

Convexity gives g(ρₜ) ≤ (1−t)g(ρ) + t g(σ), and expanding the interaction gives

G(ρₜ,ρₜ) = G(ρ,ρ) + 2t G(σ−ρ,ρ) + t²Q.

Together,

0 ≤ E(ρₜ) − E(ρ) ≤ tD + t²Q/2.

If D were negative, then t = −D/(Q−D) would lie in (0,1], because Q ≥ 0. For this t we have tQ = tD − D, so

tD + t²Q/2 = t(1+t)D/2 < 0,

a contradiction. Hence D ≥ 0 for every σ in S.

Conversely, let ρ minimise W(ρ,·). The square about n = ρ gives, for every σ in S,

E(σ) = W(ρ,σ) + G(σ−ρ,σ−ρ)/2 ≥ W(ρ,ρ) = E(ρ).

The convexity assumption matters for the choice of S. Idempotent density matrices with a fixed particle number do not in general form a convex set, whereas density matrices with fractional occupations between 0 and 1 do. The energy bounds apply to both. The assumption also restricts g: a functional linear in the density matrix is convex, but adding the local-density exchange energy, a negative multiple of the integral of the electron density to the power 4/3, in general destroys convexity. The energy bounds do not need g to be convex.

## A one-dimensional case of equality

The following is a mathematical test case, not a model of a molecule. Take V = S = ℝ, g(x) = |x|, G(x,y) = xy and |n| ≤ 1. Then

W(n,x) = |x| + xn − n²/2 ≥ (1−|n|)|x| − n²/2 ≥ −n²/2,

with equality at x = 0. So ρ₀ = 0 is a minimiser, U = −n²/2 and r = −n. The energy |x| + x²/2 has minimum 0, and

U + r²/2 = −n²/2 + n²/2 = 0.

The upper bound is attained, so the factor 1/2 in it cannot be made smaller in general. In this example the output density is already the exact ground state, and yet for n ≠ 0 the shadow energy is too low by n²/2.

## The bounds in Lean

```lean
import Mathlib

open Set

namespace ShadowBornOppenheimer

noncomputable section

variable {V : Type*} [AddCommGroup V] [Module ℝ V]

/-- The energy of a density `ρ`: a functional `g` plus half the interaction of `ρ` with itself. -/
def energy (g : V → ℝ) (G : V →ₗ[ℝ] V →ₗ[ℝ] ℝ) (ρ : V) : ℝ :=
  g ρ + G ρ ρ / 2

/-- The shadow energy of `ρ`. For a symmetric interaction `G`, it is the energy with the interaction
term linearised about the auxiliary density `n`. -/
def shadowEnergy (g : V → ℝ) (G : V →ₗ[ℝ] V →ₗ[ℝ] ℝ) (n ρ : V) : ℝ :=
  g ρ + G ρ n - G n n / 2

/-- The ground energy: the infimum of the energy over the admissible densities `S`, meaningful
when `S` is nonempty and the energy is bounded below on it. -/
def groundEnergy (g : V → ℝ) (G : V →ₗ[ℝ] V →ₗ[ℝ] ℝ) (S : Set V) : ℝ :=
  sInf (energy g G '' S)

/-- For a symmetric interaction, the energy is the shadow energy plus half the
self-interaction of the difference `ρ - n`. -/
theorem energy_eq_shadow_add (g : V → ℝ) (G : V →ₗ[ℝ] V →ₗ[ℝ] ℝ)
    (hsymm : ∀ x y, G x y = G y x) (n ρ : V) :
    energy g G ρ = shadowEnergy g G n ρ + G (ρ - n) (ρ - n) / 2 := by
  simp only [energy, shadowEnergy, map_sub, LinearMap.sub_apply]
  linear_combination (hsymm n ρ) / 2

/-- Let the interaction be symmetric and positive semidefinite, and let `ρ₀` minimise the shadow
energy over `S`. Then the energy is bounded below on `S`, and the ground energy lies between the
minimal shadow energy and that value plus half the self-interaction of the residual `ρ₀ - n`. -/
theorem shadow_bounds (g : V → ℝ) (G : V →ₗ[ℝ] V →ₗ[ℝ] ℝ)
    (hsymm : ∀ x y, G x y = G y x) (hpos : ∀ x, 0 ≤ G x x)
    {S : Set V} {n ρ₀ : V} (hmem : ρ₀ ∈ S) (hmin : IsMinOn (shadowEnergy g G n) S ρ₀) :
    BddBelow (energy g G '' S) ∧
    shadowEnergy g G n ρ₀ ≤ groundEnergy g G S ∧
    groundEnergy g G S ≤ shadowEnergy g G n ρ₀ + G (ρ₀ - n) (ρ₀ - n) / 2 := by
  -- the minimal shadow energy lies below every energy
  have hlow : ∀ e ∈ energy g G '' S, shadowEnergy g G n ρ₀ ≤ e := by
    rintro e ⟨ρ, hρ, rfl⟩
    have h1 := isMinOn_iff.mp hmin ρ hρ
    have h2 := hpos (ρ - n)
    rw [energy_eq_shadow_add g G hsymm n ρ]
    linarith
  have hbdd : BddBelow (energy g G '' S) := ⟨_, hlow⟩
  refine ⟨hbdd, le_csInf ⟨_, mem_image_of_mem _ hmem⟩ hlow, ?_⟩
  -- the output density is a trial density for the true energy
  rw [← energy_eq_shadow_add g G hsymm n ρ₀]
  exact csInf_le hbdd (mem_image_of_mem _ hmem)

/-- For a symmetric positive semidefinite interaction, the energy of a density `ρ₀` that minimises
the shadow energy over `S` exceeds the ground energy by at most half the self-interaction of the
residual `ρ₀ - n`. -/
theorem output_energy_error (g : V → ℝ) (G : V →ₗ[ℝ] V →ₗ[ℝ] ℝ)
    (hsymm : ∀ x y, G x y = G y x) (hpos : ∀ x, 0 ≤ G x x)
    {S : Set V} {n ρ₀ : V} (hmem : ρ₀ ∈ S) (hmin : IsMinOn (shadowEnergy g G n) S ρ₀) :
    energy g G ρ₀ - groundEnergy g G S ≤ G (ρ₀ - n) (ρ₀ - n) / 2 := by
  have h := (shadow_bounds g G hsymm hpos hmem hmin).2.1
  rw [energy_eq_shadow_add g G hsymm n ρ₀]
  linarith

/-- Let the interaction be symmetric, let `ρ₀` minimise the shadow energy over `S` and let `ρ`
minimise the energy over `S`. Then the self-interaction of `ρ - n` is at most that of the
residual `ρ₀ - n`. -/
theorem residual_bounds_density_error (g : V → ℝ) (G : V →ₗ[ℝ] V →ₗ[ℝ] ℝ)
    (hsymm : ∀ x y, G x y = G y x) {S : Set V} {n ρ₀ ρ : V}
    (hmem₀ : ρ₀ ∈ S) (hmin₀ : IsMinOn (shadowEnergy g G n) S ρ₀)
    (hmem : ρ ∈ S) (hmin : IsMinOn (energy g G) S ρ) :
    G (ρ - n) (ρ - n) ≤ G (ρ₀ - n) (ρ₀ - n) := by
  have h1 := isMinOn_iff.mp hmin₀ ρ hmem
  have h2 := isMinOn_iff.mp hmin ρ₀ hmem₀
  rw [energy_eq_shadow_add g G hsymm n ρ, energy_eq_shadow_add g G hsymm n ρ₀] at h2
  linarith

/-- For a symmetric positive semidefinite interaction and a functional `g` convex on a convex
set `S`, a density in `S` minimises the energy exactly when it minimises the shadow energy
linearised about itself. -/
theorem ground_state_iff_self_consistent (g : V → ℝ) (G : V →ₗ[ℝ] V →ₗ[ℝ] ℝ)
    (hsymm : ∀ x y, G x y = G y x) (hpos : ∀ x, 0 ≤ G x x)
    {S : Set V} (hg : ConvexOn ℝ S g) {ρ : V} (hρ : ρ ∈ S) :
    IsMinOn (energy g G) S ρ ↔ IsMinOn (shadowEnergy g G ρ) S ρ := by
  constructor
  · intro hmin
    refine isMinOn_iff.mpr fun σ hσ => ?_
    -- compare with the mixtures of `ρ` and `σ`
    have key : ∀ t : ℝ, 0 ≤ t → t ≤ 1 →
        0 ≤ t * (shadowEnergy g G ρ σ - shadowEnergy g G ρ ρ)
          + t ^ 2 * G (σ - ρ) (σ - ρ) / 2 := by
      intro t ht0 ht1
      have hS := hg.1 hρ hσ (sub_nonneg.mpr ht1) ht0 (sub_add_cancel 1 t)
      have hc := hg.2 hρ hσ (sub_nonneg.mpr ht1) ht0 (sub_add_cancel 1 t)
      have h := isMinOn_iff.mp hmin _ hS
      simp only [smul_eq_mul] at hc
      simp only [energy, map_add, map_smul, LinearMap.add_apply, LinearMap.smul_apply,
        smul_eq_mul] at h
      simp only [shadowEnergy, map_sub, LinearMap.sub_apply]
      rw [hsymm σ ρ] at h ⊢
      linarith
    by_contra hlt
    have hQ := hpos (σ - ρ)
    set Q := G (σ - ρ) (σ - ρ)
    obtain ⟨D, hD⟩ : ∃ D, D = shadowEnergy g G ρ σ - shadowEnergy g G ρ ρ := ⟨_, rfl⟩
    rw [← hD] at key
    have hDneg : D < 0 := by linarith [not_le.mp hlt]
    have hden : 0 < Q - D := by linarith
    -- a mixture for which the linear gain beats the quadratic cost
    obtain ⟨t, ht⟩ : ∃ t, t = -D / (Q - D) := ⟨_, rfl⟩
    have ht0 : 0 < t := by
      rw [ht]
      exact div_pos (by linarith) hden
    have ht1 : t ≤ 1 := by
      rw [ht, div_le_one hden]
      linarith
    have hmul : t * (Q - D) = -D := by
      rw [ht]
      exact div_mul_cancel₀ _ hden.ne'
    have hk := key t ht0.le ht1
    have hfac : t * D + t ^ 2 * Q / 2 = t * ((1 + t) * D / 2) := by
      linear_combination (t / 2) * hmul
    have hneg : (1 + t) * D < 0 := mul_neg_of_pos_of_neg (by linarith) hDneg
    have hprod : t * ((1 + t) * D / 2) < 0 :=
      mul_neg_of_pos_of_neg ht0 (by linarith)
    linarith
  · intro hmin
    refine isMinOn_iff.mpr fun σ hσ => ?_
    have h := isMinOn_iff.mp hmin σ hσ
    have hQ := hpos (σ - ρ)
    rw [energy_eq_shadow_add g G hsymm ρ σ, energy_eq_shadow_add g G hsymm ρ ρ]
    simp only [sub_self, map_zero, zero_div, add_zero]
    linarith

/-- On the real line with `g ρ = |ρ|` and the product as interaction, for every `n` with
`|n| ≤ 1` the density `0` minimises the shadow energy, and the ground energy equals the
minimal shadow energy plus half the squared residual. -/
theorem upper_bound_attained (n : ℝ) (hn : |n| ≤ 1) :
    IsMinOn (shadowEnergy (fun x : ℝ => |x|) (LinearMap.mul ℝ ℝ) n) univ 0 ∧
    groundEnergy (fun x : ℝ => |x|) (LinearMap.mul ℝ ℝ) univ =
      shadowEnergy (fun x : ℝ => |x|) (LinearMap.mul ℝ ℝ) n 0 + (0 - n) ^ 2 / 2 := by
  have hmin : IsMinOn (shadowEnergy (fun x : ℝ => |x|) (LinearMap.mul ℝ ℝ) n) univ 0 := by
    refine isMinOn_iff.mpr fun x _ => ?_
    have h1 := neg_abs_le (x * n)
    have h2 : |x| * |n| ≤ |x| := mul_le_of_le_one_right (abs_nonneg x) hn
    rw [abs_mul] at h1
    simp only [shadowEnergy, LinearMap.mul_apply', abs_zero, zero_mul]
    linarith
  refine ⟨hmin, le_antisymm ?_ ?_⟩
  · have h := (shadow_bounds (fun x : ℝ => |x|) (LinearMap.mul ℝ ℝ)
      (fun x y => by simp only [LinearMap.mul_apply']; ring)
      (fun x => by simp only [LinearMap.mul_apply']; exact mul_self_nonneg x)
      (mem_univ 0) hmin).2.2
    rw [LinearMap.mul_apply', ← pow_two] at h
    exact h
  · -- every energy is nonnegative, and the right-hand side vanishes
    refine le_csInf ⟨_, mem_image_of_mem _ (mem_univ 0)⟩ ?_
    rintro e ⟨x, _, rfl⟩
    simp only [energy, shadowEnergy, LinearMap.mul_apply', abs_zero, zero_mul]
    nlinarith [abs_nonneg x, mul_self_nonneg x]

end

end ShadowBornOppenheimer
```

```lean
#print axioms ShadowBornOppenheimer.shadow_bounds
-- 'ShadowBornOppenheimer.shadow_bounds' depends on axioms: [propext, Classical.choice, Quot.sound]
#print axioms ShadowBornOppenheimer.output_energy_error
-- 'ShadowBornOppenheimer.output_energy_error' depends on axioms: [propext, Classical.choice, Quot.sound]
#print axioms ShadowBornOppenheimer.ground_state_iff_self_consistent
-- 'ShadowBornOppenheimer.ground_state_iff_self_consistent' depends on axioms: [propext, Classical.choice, Quot.sound]
#print axioms ShadowBornOppenheimer.upper_bound_attained
-- 'ShadowBornOppenheimer.upper_bound_attained' depends on axioms: [propext, Classical.choice, Quot.sound]
```

## From the square to the inequalities in the code

`energy_eq_shadow_add` is the completed square. The `simp only` call expands the bilinear form, and `linear_combination (hsymm n ρ) / 2` supplies the one use of symmetry, which merges the two cross terms.

`shadow_bounds` first proves `hlow`, that every energy in the image of S is at least U. There `h1` is minimality of ρ₀ and `h2` is positivity for ρ − n. The lower bound on the infimum then follows by `le_csInf`, which also needs the image to be nonempty; ρ₀ provides an element. For the upper bound, the square is read backwards to turn U + G(r,r)/2 into E(ρ₀), and `csInf_le` says that the infimum does not exceed this value.

`output_energy_error` takes the lower bound from `shadow_bounds`, rewrites E(ρ₀) by the square and subtracts. `residual_bounds_density_error` uses the two minimality statements `h1` and `h2`. After the square is inserted into `h2`, `linarith` adds them, as in the chain of inequalities for ρ*. Its `ρ` is the ρ* of the derivation.

In `ground_state_iff_self_consistent`, the statement `key` is the inequality 0 ≤ tD + t²Q/2 for all t between 0 and 1. Its ingredients are `hS`, which places the mixture in S, `hc`, the convexity of g, and `h`, the minimality of ρ compared with the mixture. The argument by contradiction then introduces D, Q and the chosen t. The facts `ht0` and `ht1` place t in (0,1], and `hfac` is the identity that rewrites the quadratic expression as t(1+t)D/2. The reverse direction applies the square at σ and at ρ, where the second remainder vanishes.

`upper_bound_attained` represents the product on ℝ by `LinearMap.mul ℝ ℝ`. It proves that 0 is a minimiser from −|xn| ≤ xn and |x||n| ≤ |x|. One half of the equality is the upper bound of `shadow_bounds`. The other half holds because every energy |x| + x²/2 is nonnegative, while the right-hand side of the claimed equality is zero.
